# Two degenerate levels with a shared decay channel can violate the Pauli rate equation

## Do populations alone determine the decay?

To compare a Lindblad equation with a Pauli equation, one must first choose the basis in which the populations and rates are defined, and at $H=0$ the Hamiltonian singles out none. I take the levels 0, 1, 2 in which the jump operator is written as $L=E_{01}+E_{02}$, with $E_{jk}=|j\rangle\langle k|$, and the rates $|L_{0j}|^2$. Levels 1 and 2, which decay, are called excited. Starting from $E_{11}$, I find the excited population $(1+e^{-2t})/2$ from the Lindblad equation, but $e^{-t}$ from the Pauli equation. Can this be made rigorous and machine-checked, for every solution of the two equations?

## Coherence keeps part of the population excited

Yes. Let $L=aE_{01}+bE_{02}$ with complex $a,b$, and write $l_1=a$, $l_2=b$, $\Gamma=|a|^2+|b|^2$. A single $L$ means that both levels emit into the same channel, so that their amplitudes add. The gain term is $L\rho L^\dagger=F\,E_{00}$, with the emission rate

$$F=\sum_{j,k=1}^{2} l_j\bar l_k\,\rho_{jk}.$$

It contains the coherences $\rho_{12}$ and $\rho_{21}$. Within the excited block only the loss term acts:

$$\dot\rho_{jk}=-\tfrac12\sum_{m=1}^{2}\left(\bar l_j l_m\rho_{mk}+\rho_{jm}\bar l_m l_k\right).$$

Setting $k=j$ and summing gives $\dot e=-F$ for the excited population $e=\rho_{11}+\rho_{22}$. Multiplying by $l_j\bar l_k$ and summing gives $\dot F=-\Gamma F$, since $\sum_j|l_j|^2=\Gamma$ factors out of each term. Hence $F(t)=e^{-\Gamma t}F(0)$. Also $\Gamma e-F$ is constant, so

$$\Gamma e(t)=\Gamma e(0)-(1-e^{-\Gamma t})F(0).$$

From level 1, $e(0)=1$ and $F(0)=|a|^2$. For $\Gamma>0$ this yields

$$e(t)=\frac{|b|^2+|a|^2e^{-\Gamma t}}{\Gamma},$$

which is $(1+e^{-2t})/2$ at $a=b=1$.

In the Pauli equation $\dot p_1=-|a|^2p_1$ and $\dot p_2=-|b|^2p_2$. With $p_1(0)=1$ and $p_2(0)=0$, the excited population is $e^{-|a|^2t}$. If $a,b\neq0$ and $t>0$, this is strictly smaller than $e(t)$: the exponent $-|a|^2t$ is the average of $0$ and $-\Gamma t$ with weights $|b|^2/\Gamma$ and $|a|^2/\Gamma$, and the exponential is strictly convex.

In Lean 4 with Mathlib:

```lean
import Mathlib

open Matrix

namespace DegeneratePauliFailure

noncomputable section

/-- The Lindblad generator with Hamiltonian `H` and a single jump operator `L`. -/
def lindblad (H L ρ : Matrix (Fin 3) (Fin 3) ℂ) : Matrix (Fin 3) (Fin 3) ℂ :=
  (-Complex.I) • (H * ρ - ρ * H) + L * ρ * Lᴴ - (1 / 2 : ℂ) • (Lᴴ * L * ρ + ρ * (Lᴴ * L))

/-- The matrix-valued path `ρ` obeys the Lindblad equation, entry by entry. -/
def SolvesLindblad (H L : Matrix (Fin 3) (Fin 3) ℂ) (ρ : ℝ → Matrix (Fin 3) (Fin 3) ℂ) : Prop :=
  ∀ t i j, HasDerivAt (fun s => ρ s i j) (lindblad H L (ρ t) i j) t

/-- The populations `p` obey the Pauli equation with rate `|L i j|²` from level `j` to `i`. -/
def SolvesPauli (L : Matrix (Fin 3) (Fin 3) ℂ) (p : ℝ → Fin 3 → ℝ) : Prop :=
  ∀ t i, HasDerivAt (fun s => p s i)
    (∑ j, (Complex.normSq (L i j) * p t j - Complex.normSq (L j i) * p t i)) t

/-- The jump operator `a E_01 + b E_02`, with amplitudes `a` and `b` for the decay of levels 1 and 2
to level 0. -/
def jump (a b : ℂ) : Matrix (Fin 3) (Fin 3) ℂ := !![0, a, b; 0, 0, 0; 0, 0, 0]

/-- The total population of levels 1 and 2. -/
def excited (ρ : Matrix (Fin 3) (Fin 3) ℂ) : ℂ := ρ 1 1 + ρ 2 2

/-- The emission rate into level 0, including the coherences between levels 1 and 2. -/
def emission (a b : ℂ) (ρ : Matrix (Fin 3) (Fin 3) ℂ) : ℂ :=
  a * star a * ρ 1 1 + a * star b * ρ 1 2 + b * star a * ρ 2 1 + b * star b * ρ 2 2

/-- A quantity that decays at constant rate `Γ` follows the exponential law. -/
theorem exponential_decay {E : Type*} [NormedAddCommGroup E] [NormedSpace ℝ E]
    (Γ : ℝ) (f : ℝ → E) (h : ∀ t, HasDerivAt f ((-Γ) • f t) t) (t : ℝ) :
    f t = Real.exp (-Γ * t) • f 0 := by
  -- the integrating factor makes the product constant
  have hg : ∀ s, HasDerivAt (fun s => Real.exp (Γ * s) • f s) 0 s := by
    intro s
    have hc : HasDerivAt (fun s => Real.exp (Γ * s)) (Real.exp (Γ * s) * Γ) s := by
      simpa using ((hasDerivAt_id s).const_mul Γ).exp
    refine HasDerivAt.congr_deriv (hc.smul (h s)) ?_
    module
  have k : Real.exp (Γ * t) • f t = Real.exp (Γ * 0) • f 0 :=
    is_const_of_deriv_eq_zero (fun s => (hg s).differentiableAt) (fun s => (hg s).deriv) t 0
  simp only [mul_zero, Real.exp_zero, one_smul] at k
  have e : -Γ * t + Γ * t = 0 := by ring
  rw [← k, smul_smul, ← Real.exp_add, e, Real.exp_zero, one_smul]

/-- The generator removes excited population at the emission rate, and damps the emission
rate itself with the constant `|a|² + |b|²`. -/
theorem generator_balance (a b : ℂ) (ρ : Matrix (Fin 3) (Fin 3) ℂ) :
    excited (lindblad 0 (jump a b) ρ) = -emission a b ρ ∧
    emission a b (lindblad 0 (jump a b) ρ) =
      -(a * star a + b * star b) * emission a b ρ := by
  constructor <;>
    simp only [excited, emission, lindblad, Matrix.sub_apply, Matrix.add_apply,
      Matrix.smul_apply, Matrix.mul_apply, Matrix.conjTranspose_apply, Fin.sum_univ_three] <;>
    simp [jump] <;> ring

/-- The excited population at time `t` for an arbitrary initial state, multiplied by the
total rate `|a|² + |b|²`. -/
theorem excited_population (a b : ℂ) (ρ : ℝ → Matrix (Fin 3) (Fin 3) ℂ)
    (h : SolvesLindblad 0 (jump a b) ρ) (t : ℝ) :
    ((Complex.normSq a + Complex.normSq b : ℝ) : ℂ) * excited (ρ t) =
      ((Complex.normSq a + Complex.normSq b : ℝ) : ℂ) * excited (ρ 0) -
      (1 - (Real.exp (-(Complex.normSq a + Complex.normSq b) * t) : ℂ)) *
        emission a b (ρ 0) := by
  have ha : a * star a = (Complex.normSq a : ℂ) := Complex.mul_conj a
  have hb : b * star b = (Complex.normSq b : ℂ) := Complex.mul_conj b
  have he : ∀ s, HasDerivAt (fun s => excited (ρ s)) (-emission a b (ρ s)) s := fun s =>
    ((h s 1 1).fun_add (h s 2 2)).congr_deriv (generator_balance a b (ρ s)).1
  have hF : ∀ s, HasDerivAt (fun s => emission a b (ρ s))
      ((-(Complex.normSq a + Complex.normSq b)) • emission a b (ρ s)) s := by
    intro s
    refine HasDerivAt.congr_deriv (((((h s 1 1).const_mul (a * star a)).fun_add
      ((h s 1 2).const_mul (a * star b))).fun_add
      ((h s 2 1).const_mul (b * star a))).fun_add ((h s 2 2).const_mul (b * star b))) ?_
    have hg := (generator_balance a b (ρ s)).2
    rw [ha, hb] at hg
    refine Eq.trans hg ?_
    rw [Complex.real_smul]
    simp only [Complex.ofReal_neg, Complex.ofReal_add]
  have f := exponential_decay _ _ hF t
  -- total rate times excited population, minus emission, is conserved
  have k := exponential_decay 0 (fun s => ((Complex.normSq a + Complex.normSq b : ℝ) : ℂ) *
      excited (ρ s) - emission a b (ρ s)) (fun s => by
    refine HasDerivAt.congr_deriv (((he s).const_mul _).fun_sub (hF s)) ?_
    rw [Complex.real_smul]
    simp only [Complex.ofReal_neg, neg_zero, zero_smul]
    ring) t
  simp only [neg_zero, zero_mul, Real.exp_zero, one_smul] at k
  rw [Complex.real_smul] at f
  linear_combination k + f

/-- The excited population, multiplied by the total rate, when the system starts in level 1. -/
theorem excited_from_level_one (a b : ℂ) (ρ : ℝ → Matrix (Fin 3) (Fin 3) ℂ)
    (h : SolvesLindblad 0 (jump a b) ρ) (h0 : ρ 0 = Matrix.single 1 1 1) (t : ℝ) :
    ((Complex.normSq a + Complex.normSq b : ℝ) : ℂ) * excited (ρ t) =
      ((Complex.normSq a + Complex.normSq b -
        (1 - Real.exp (-(Complex.normSq a + Complex.normSq b) * t)) *
          Complex.normSq a : ℝ) : ℂ) := by
  have ha : a * star a = (Complex.normSq a : ℂ) := Complex.mul_conj a
  have e0 : excited (ρ 0) = 1 := by simp [h0, excited]
  have f0 : emission a b (ρ 0) = (Complex.normSq a : ℂ) := by
    rw [← ha]
    simp [h0, emission]
  rw [excited_population a b ρ h t, e0, f0]
  simp only [Complex.ofReal_sub, Complex.ofReal_mul, Complex.ofReal_one, mul_one]

/-- Starting in level 1, the Pauli equation predicts the excited population `exp (-|a|² t)`. -/
theorem pauli_from_level_one (a b : ℂ) (p : ℝ → Fin 3 → ℝ)
    (h : SolvesPauli (jump a b) p) (h0 : p 0 = Pi.single 1 1) (t : ℝ) :
    p t 1 + p t 2 = Real.exp (-Complex.normSq a * t) := by
  have h1 := exponential_decay (Complex.normSq a) (fun s => p s 1)
    (fun s => (h s 1).congr_deriv (by simp [jump, Fin.sum_univ_three])) t
  have h2 := exponential_decay (Complex.normSq b) (fun s => p s 2)
    (fun s => (h s 2).congr_deriv (by simp [jump, Fin.sum_univ_three])) t
  simp only [h0] at h1 h2
  rw [h1, h2]
  simp

/-- For `L = E_01 + E_02` and a start in level 1, the Lindblad equation gives the excited
population `(1 + exp (-2t))/2`, whereas the Pauli equation gives `exp (-t)`. -/
theorem lindblad_versus_pauli (ρ : ℝ → Matrix (Fin 3) (Fin 3) ℂ) (p : ℝ → Fin 3 → ℝ)
    (hρ : SolvesLindblad 0 (jump 1 1) ρ) (hρ0 : ρ 0 = Matrix.single 1 1 1)
    (hp : SolvesPauli (jump 1 1) p) (hp0 : p 0 = Pi.single 1 1) (t : ℝ) :
    excited (ρ t) = (((1 + Real.exp (-2 * t)) / 2 : ℝ) : ℂ) ∧
      p t 1 + p t 2 = Real.exp (-t) := by
  constructor
  · have h := excited_from_level_one 1 1 ρ hρ hρ0 t
    have e : -(1 + 1) * t = -2 * t := by ring
    simp only [map_one] at h
    rw [e] at h
    push_cast at h ⊢
    linear_combination h / 2
  · simpa using pauli_from_level_one 1 1 p hp hp0 t

/-- If both decay amplitudes are nonzero and the system starts in level 1, the Pauli equation
underestimates the excited population at every later time. -/
theorem pauli_underestimates (a b : ℂ) (ha : a ≠ 0) (hb : b ≠ 0)
    (ρ : ℝ → Matrix (Fin 3) (Fin 3) ℂ) (p : ℝ → Fin 3 → ℝ)
    (hρ : SolvesLindblad 0 (jump a b) ρ) (hρ0 : ρ 0 = Matrix.single 1 1 1)
    (hp : SolvesPauli (jump a b) p) (hp0 : p 0 = Pi.single 1 1) (t : ℝ) (ht : 0 < t) :
    p t 1 + p t 2 < (excited (ρ t)).re := by
  have h := congrArg Complex.re (excited_from_level_one a b ρ hρ hρ0 t)
  rw [Complex.re_ofReal_mul, Complex.ofReal_re] at h
  rw [pauli_from_level_one a b p hp hp0 t]
  have hA := Complex.normSq_pos.mpr ha
  have hB := Complex.normSq_pos.mpr hb
  generalize Complex.normSq a = A at *
  generalize Complex.normSq b = B at *
  have hG : 0 < A + B := by linarith
  have hne : (0 : ℝ) ≠ -(A + B) * t := by nlinarith [mul_pos hG ht]
  -- strict convexity of the exponential between 0 and -(A + B) t
  have c := strictConvexOn_exp.2 (Set.mem_univ (0 : ℝ)) (Set.mem_univ (-(A + B) * t)) hne
    (div_pos hB hG) (div_pos hA hG) (by rw [← add_div, add_comm B A, div_self hG.ne'])
  simp only [smul_eq_mul, mul_zero, zero_add, Real.exp_zero, mul_one] at c
  have e : A / (A + B) * (-(A + B) * t) = -A * t := by field_simp
  rw [e] at c
  have d : (A + B) * (B / (A + B) + A / (A + B) * Real.exp (-(A + B) * t)) =
      B + A * Real.exp (-(A + B) * t) := by
    rw [mul_add, ← mul_assoc, mul_div_cancel₀ B hG.ne', mul_div_cancel₀ A hG.ne']
  have r : (excited (ρ t)).re = B / (A + B) + A / (A + B) * Real.exp (-(A + B) * t) := by
    apply mul_left_cancel₀ hG.ne'
    rw [h, d]
    ring
  rw [r]
  exact c

/-- A family of complex 3×3 matrices, parametrised by the complex number `x`. -/
def decayState (x : ℂ) : Matrix (Fin 3) (Fin 3) ℂ :=
  !![(1 - x ^ 2) / 2, 0, 0; 0, (1 + x) ^ 2 / 4, (x ^ 2 - 1) / 4;
    0, (x ^ 2 - 1) / 4, (1 - x) ^ 2 / 4]

/-- With `x = exp (-t)`, `decayState` solves the Lindblad equation for `L = E_01 + E_02`
and starts in level 1. -/
theorem lindblad_witness :
    SolvesLindblad 0 (jump 1 1) (fun t => decayState (Real.exp (-t) : ℂ)) ∧
      decayState (Real.exp (-0) : ℂ) = Matrix.single 1 1 1 := by
  constructor
  · -- every entry is a polynomial of degree at most two in the damping factor
    obtain ⟨A, B, C, h1, h2⟩ : ∃ A B C : Matrix (Fin 3) (Fin 3) ℂ,
        (∀ x i j, decayState x i j = A i j + B i j * x + C i j * x ^ 2) ∧
        (∀ x i j, lindblad 0 (jump 1 1) (decayState x) i j =
          -(B i j * x) - 2 * C i j * x ^ 2) := by
      refine ⟨!![1/2, 0, 0; 0, 1/4, -1/4; 0, -1/4, 1/4], !![0, 0, 0; 0, 1/2, 0; 0, 0, -1/2],
        !![-1/2, 0, 0; 0, 1/4, 1/4; 0, 1/4, 1/4], ?_, ?_⟩ <;> intro x i j <;>
        fin_cases i <;> fin_cases j <;>
        (try simp only [lindblad, Matrix.sub_apply, Matrix.add_apply, Matrix.smul_apply,
          Matrix.mul_apply, Matrix.conjTranspose_apply, Fin.sum_univ_three]) <;>
        simp [decayState, jump] <;> ring
    intro t i j
    have hx : HasDerivAt (fun s : ℝ => (Real.exp (-s) : ℂ)) (-(Real.exp (-t) : ℂ)) t := by
      have hr : HasDerivAt (fun s : ℝ => Real.exp (-s)) (-Real.exp (-t)) t := by
        simpa using (hasDerivAt_id t).neg.exp
      exact hr.ofReal_comp.congr_deriv (Complex.ofReal_neg _)
    simp only [h1, h2]
    refine HasDerivAt.congr_deriv (((hx.const_mul (B i j)).const_add (A i j)).fun_add
      ((hx.fun_pow 2).const_mul (C i j))) ?_
    norm_num
    ring
  · ext i j
    fin_cases i <;> fin_cases j <;> norm_num [decayState, Matrix.single_apply]

/-- The populations `(1 - exp (-t), exp (-t), 0)` solve the Pauli equation for
`L = E_01 + E_02` and start in level 1. -/
theorem pauli_witness :
    SolvesPauli (jump 1 1) (fun t => ![1 - Real.exp (-t), Real.exp (-t), 0]) ∧
      ![1 - Real.exp (-0), Real.exp (-0), 0] = (Pi.single 1 1 : Fin 3 → ℝ) := by
  constructor
  · intro t i
    have hx : HasDerivAt (fun s : ℝ => Real.exp (-s)) (-Real.exp (-t)) t := by
      simpa using (hasDerivAt_id t).neg.exp
    fin_cases i
    · exact (hx.const_sub 1).congr_deriv (by simp [jump, Fin.sum_univ_three])
    · exact hx.congr_deriv (by simp [jump, Fin.sum_univ_three])
    · exact (hasDerivAt_const t (0 : ℝ)).congr_deriv (by simp [jump, Fin.sum_univ_three])
  · ext i
    fin_cases i <;> simp

end

end DegeneratePauliFailure
```

```lean
#print axioms DegeneratePauliFailure.pauli_from_level_one
#print axioms DegeneratePauliFailure.lindblad_versus_pauli
#print axioms DegeneratePauliFailure.pauli_underestimates
```

```
'DegeneratePauliFailure.pauli_from_level_one' depends on axioms: [propext, Classical.choice, Quot.sound]
'DegeneratePauliFailure.lindblad_versus_pauli' depends on axioms: [propext, Classical.choice, Quot.sound]
'DegeneratePauliFailure.pauli_underestimates' depends on axioms: [propext, Classical.choice, Quot.sound]
```

The main theorem, `lindblad_versus_pauli`, says that any path `ρ` solving the Lindblad equation from `Matrix.single 1 1 1` (that is, $E_{11}$), and any `p` solving the Pauli equation from the matching populations, have the two stated excited populations at every real `t`. `pauli_underestimates` gives the strict inequality for nonzero `a`, `b` and positive `t`.

States are complex 3×3 matrices indexed from 0, with $\hbar=1$. `SolvesLindblad` and `SolvesPauli` require the differential equations at all real times, through `HasDerivAt`. Positivity and unit trace are not assumed. Since `excited` is complex-valued, the inequality uses its real part. The jump operator is postulated, not derived from a bath. The theorems take $H=0$, which puts level 0 at the same energy as levels 1 and 2. Raising these two by a common energy $\omega$, with $H=\omega(E_{11}+E_{22})$, would leave the equations for the excited block, and hence $e(t)$, unchanged.

In the proof, `generator_balance` expands the matrix entries and obtains both balance laws by `ring`. `exponential_decay` uses the integrating factor $e^{\Gamma t}$. `excited_population` applies it twice, to $F$ with rate $\Gamma$ and to $\Gamma e-F$ with rate 0, then combines the results. `excited_from_level_one` inserts the initial state, `pauli_from_level_one` solves the two separate decays, and `strictConvexOn_exp` supplies the inequality.

The two witness theorems give explicit solutions for $a=b=1$, so the comparison is not vacuous. In `lindblad_witness` each matrix entry is a polynomial of degree at most two in $x=e^{-t}$, which reduces the check to matching coefficients.

The condition $b\neq0$ matters for the strict inequality: at $b=0$, $a=1$, both equations give $e^{-t}$. In the long-time limit at $a=b=1$, the Lindblad value tends to $1/2$ and the Pauli value to 0. The surviving half sits in the dark state $(|1\rangle-|2\rangle)/\sqrt2$, which $L$ annihilates.

For simulations of open quantum systems, this three-level model with one jump operator and $H=0$ shows that a population-only rate equation written in the basis of levels 1 and 2 can miss trapping when these degenerate levels share a decay channel. The failure depends on the basis: at $a=b=1$, in the basis of level 0 and the states $(|1\rangle\pm|2\rangle)/\sqrt2$, the rates are 2 and 0, and the Pauli equation reproduces $(1+e^{-2t})/2$.
